# Closed form of the transverse signal of an AB pair of spins 1/2

Take two spins 1/2 whose precession frequencies differ by $d$ and whose scalar coupling is $J$, both angular frequencies with $\hbar=1$. In the frame rotating at the mean precession frequency, the Hamiltonian on the antiparallel states $\uparrow\downarrow,\downarrow\uparrow$ is

$$-\frac J4+\frac12\begin{pmatrix}d&J\\J&-d\end{pmatrix}.$$

The matrix squares to $C^2=d^2+J^2$ times the identity, so the energies are $-J/4\pm C/2$. The parallel states both have energy $J/4$. The signal oscillates at the differences between these two sets, $(C\mp J)/2$ up to sign.

## Spins, Hamiltonian and signal

In Lean 4 with Mathlib:

```lean
import Mathlib

open Matrix
open scoped Kronecker

namespace ABSpinSignal


noncomputable section
```
This loads Mathlib and the Kronecker product notation `⊗ₖ`.

```lean
/-- Operators on the state space of two spins 1/2. -/
abbrev Op := Matrix (Fin 2 × Fin 2) (Fin 2 × Fin 2) ℂ
```
An operator is a complex $4\times4$ matrix, indexed by pairs: 0 is up, 1 is down.

```lean
/-- The x component of a single spin 1/2. -/
def Ix : Matrix (Fin 2) (Fin 2) ℂ := !![0, 1/2; 1/2, 0]
```
This is $I_x$, half a Pauli matrix.

```lean
/-- The y component of a single spin 1/2. -/
def Iy : Matrix (Fin 2) (Fin 2) ℂ := !![0, -Complex.I/2; Complex.I/2, 0]
```
This is $I_y$; `Complex.I` is the imaginary unit.

```lean
/-- The z component of a single spin 1/2. -/
def Iz : Matrix (Fin 2) (Fin 2) ℂ := !![1/2, 0; 0, -1/2]
```
This is $I_z$, with up as the $+1/2$ state.

```lean
/-- A one-spin operator acting on the first spin. -/
def spin1 (A : Matrix (Fin 2) (Fin 2) ℂ) : Op := A ⊗ₖ (1 : Matrix (Fin 2) (Fin 2) ℂ)
```
$I_{1\alpha}=I_\alpha\otimes 1$.

```lean
/-- A one-spin operator acting on the second spin. -/
def spin2 (A : Matrix (Fin 2) (Fin 2) ℂ) : Op := (1 : Matrix (Fin 2) (Fin 2) ℂ) ⊗ₖ A
```
$I_{2\alpha}=1\otimes I_\alpha$.

```lean
/-- The AB Hamiltonian with shift difference `d` and scalar coupling `J`. -/
def H (d J : ℝ) : Op :=
  ((d : ℂ) / 2) • (spin1 Iz - spin2 Iz) +
    (J : ℂ) • (spin1 Ix * spin2 Ix + spin1 Iy * spin2 Iy + spin1 Iz * spin2 Iz)
```
$H=\tfrac d2(I_{1z}-I_{2z})+J\,\mathbf I_1\cdot\mathbf I_2$, in the frame rotating at the mean frequency. The symbol `•` multiplies a matrix by a number.

```lean
/-- The total raising operator. -/
def Fplus : Op := spin1 (Ix + Complex.I • Iy) + spin2 (Ix + Complex.I • Iy)
```
$F_+=I_{1+}+I_{2+}$.

```lean
/-- The total lowering operator. -/
def Fminus : Op := spin1 (Ix - Complex.I • Iy) + spin2 (Ix - Complex.I • Iy)
```
$F_-=I_{1-}+I_{2-}$.

```lean
/-- The transverse signal: the trace of `F-` with the evolved `F+`. -/
def signal (d J t : ℝ) : ℂ :=
  trace (Fminus * NormedSpace.exp ((-(Complex.I * t)) • H d J) * Fplus *
    NormedSpace.exp ((Complex.I * t) • H d J))
```
The signal is $\mathrm{tr}(F_-e^{-iHt}F_+e^{iHt})$, with true matrix exponentials and no normalisation. The evolution is unitary, without relaxation. Starting from $F_x=\tfrac12(F_++F_-)$ instead of $F_+$, as after an ideal 90° pulse, gives half this trace, because $H$ conserves the total $z$ component and the $F_-$ part drops out.

## The antiparallel block as algebra

```lean
/-- The projector onto the two states with antiparallel spins. -/
def Q : Op := (1/2 : ℂ) • (1 : Op) - (2 : ℂ) • (spin1 Iz * spin2 Iz)
```
$Q=\tfrac12-2I_{1z}I_{2z}$ projects onto the antiparallel states.

```lean
/-- The shift difference and the flip-flop term, mixed with weights `c` and `s`. -/
def N (c s : ℝ) : Op :=
  (c : ℂ) • (spin1 Iz - spin2 Iz) +
    (2 * (s : ℂ)) • (spin1 Ix * spin2 Ix + spin1 Iy * spin2 Iy)
```
On those states $N$ is $\begin{pmatrix}c&s\\s&-c\end{pmatrix}$; on the parallel ones it vanishes.

```lean
/-- The transition operator from the product state `k l` to the product state `i j`. -/
def kb (i j k l : Fin 2) : Op := Matrix.single i k (1 : ℂ) ⊗ₖ Matrix.single j l (1 : ℂ)
```
`kb i j k l` is $|ij\rangle\langle kl|$.

```lean
/-- Two transitions compose when the intermediate states agree, and give zero otherwise. -/
theorem kb_mul (i j k l i' j' k' l' : Fin 2) :
    kb i j k l * kb i' j' k' l' = if k = i' ∧ l = j' then kb i j k' l' else 0 := by
  have he : ∀ i j k l : Fin 2, Matrix.single i j (1 : ℂ) * Matrix.single k l (1 : ℂ) =
      if j = k then Matrix.single i l (1 : ℂ) else 0 := by
    intro i j k l
    split_ifs with h
    · subst h; simp
    · simp [h]
  simp only [kb, ← Matrix.mul_kronecker_mul, he]
  by_cases h1 : k = i' <;> by_cases h2 : l = j' <;> simp [h1, h2]
```
This is $|ij\rangle\langle kl|i'j'\rangle\langle k'l'|$, evaluated by orthonormality.

```lean
/-- A transition operator has trace one if it maps a state to itself, and zero otherwise. -/
theorem kb_trace (i j k l : Fin 2) :
    trace (kb i j k l) = if i = k ∧ j = l then 1 else 0 := by
  have ht : ∀ i j : Fin 2, trace (Matrix.single i j (1 : ℂ)) = if i = j then 1 else 0 := by
    intro i j
    fin_cases i <;> fin_cases j <;> simp [Matrix.trace, Matrix.single]
  rw [kb, Matrix.trace_kronecker, ht, ht]
  by_cases h1 : i = k <;> by_cases h2 : j = l <;> simp [h1, h2]
```
Likewise, $\mathrm{tr}\,|ij\rangle\langle kl|=\delta_{ik}\delta_{jl}$.

```lean
/-- The two-spin operators written as sums of transitions (0 is up, 1 is down). -/
theorem operator_expansion (c s : ℝ) :
    (1 : Op) = kb 0 0 0 0 + kb 0 1 0 1 + kb 1 0 1 0 + kb 1 1 1 1 ∧
    Q = kb 0 1 0 1 + kb 1 0 1 0 ∧
    N c s = (c : ℂ) • (kb 0 1 0 1 - kb 1 0 1 0) + (s : ℂ) • (kb 0 1 1 0 + kb 1 0 0 1) ∧
    Fplus = kb 0 0 0 1 + kb 0 0 1 0 + kb 0 1 1 1 + kb 1 0 1 1 ∧
    Fminus = kb 0 1 0 0 + kb 1 0 0 0 + kb 1 1 0 1 + kb 1 1 1 0 := by
  have hm : ∀ A B, spin1 A * spin2 B = A ⊗ₖ B := by
    intro A B
    rw [spin1, spin2, ← Matrix.mul_kronecker_mul, mul_one, one_mul]
  have h11 : (1 : Op) = (1 : Matrix (Fin 2) (Fin 2) ℂ) ⊗ₖ (1 : Matrix (Fin 2) (Fin 2) ℂ) := by
    rw [Matrix.one_kronecker_one]
  -- one-spin operators in terms of one-spin transitions
  have h1 : (1 : Matrix (Fin 2) (Fin 2) ℂ) = Matrix.single 0 0 1 + Matrix.single 1 1 1 := by
    ext i j; fin_cases i <;> fin_cases j <;> simp [Matrix.single]
  have hz : Iz = (1/2 : ℂ) • Matrix.single 0 0 1 + (-1/2 : ℂ) • Matrix.single 1 1 1 := by
    ext i j; fin_cases i <;> fin_cases j <;> simp [Iz, Matrix.single]
  have hx : Ix = (1/2 : ℂ) • (Matrix.single 0 1 1 + Matrix.single 1 0 1) := by
    ext i j; fin_cases i <;> fin_cases j <;> simp [Ix, Matrix.single]
  have hy : Iy = (Complex.I/2) • (Matrix.single 1 0 1 + (-1 : ℂ) • Matrix.single 0 1 1) := by
    ext i j; fin_cases i <;> fin_cases j <;> simp [Iy, Matrix.single]
    ring
  have hl : Ix + Complex.I • Iy = Matrix.single 0 1 1 ∧
      Ix - Complex.I • Iy = Matrix.single 1 0 1 := by
    constructor <;> ext i j <;> fin_cases i <;> fin_cases j <;>
      simp [Ix, Iy, Matrix.single] <;> ring_nf <;> simp [Complex.I_sq] <;> norm_num
  have hI : Complex.I / 2 * (Complex.I / 2) = -1/4 := by
    linear_combination (1/4) * Complex.I_sq
  have hyy : Iy ⊗ₖ Iy = (-1/4 : ℂ) •
      ((Matrix.single 1 0 1 + (-1 : ℂ) • Matrix.single 0 1 1) ⊗ₖ
        (Matrix.single 1 0 1 + (-1 : ℂ) • Matrix.single 0 1 1)) := by
    rw [hy, Matrix.smul_kronecker, Matrix.kronecker_smul, smul_smul, hI]
  refine ⟨?_, ?_, ?_, ?_, ?_⟩
  all_goals
    simp only [Q, N, Fplus, Fminus, hm, h11, hl.1, hl.2]
    simp only [spin1, spin2, kb, hyy, hx, hz, h1, Matrix.add_kronecker,
      Matrix.kronecker_add, Matrix.smul_kronecker, Matrix.kronecker_smul]
    module
```
The operators are expanded in these transitions. With $|v\rangle=|\uparrow\downarrow\rangle+|\downarrow\uparrow\rangle$, the ladder operators read
$$F_+=|\uparrow\uparrow\rangle\langle v|+|v\rangle\langle\downarrow\downarrow|,\qquad F_-=|v\rangle\langle\uparrow\uparrow|+|\downarrow\downarrow\rangle\langle v|.$$
The proof expands the one-spin matrices first, then their Kronecker products; `module` collects coefficients.

```lean
/-- If `c² + s² = 1`, then `Q` and `N c s` satisfy the relations assumed in `propagator`, and the AB
Hamiltonian with `d = C c` and `J = C s` is built from them. -/
theorem propagator_witness (C c s : ℝ) (h : c ^ 2 + s ^ 2 = 1) :
    Q * Q = Q ∧ Q * N c s = N c s ∧ N c s * Q = N c s ∧ N c s * N c s = Q ∧
    H (C * c) (C * s) = ((C : ℂ) / 2) • N c s + ((C : ℂ) * s / 4) • (1 : Op)
      - ((C : ℂ) * s / 2) • Q := by
  have h' : (c : ℂ) ^ 2 + (s : ℂ) ^ 2 = 1 := by exact_mod_cast h
  have key : Q * Q = Q ∧ Q * N c s = N c s ∧ N c s * Q = N c s ∧
      N c s * N c s = ((c : ℂ) ^ 2 + (s : ℂ) ^ 2) • Q := by
    obtain ⟨-, hQ, hN, -, -⟩ := operator_expansion c s
    rw [hQ, hN]
    refine ⟨?_, ?_, ?_, ?_⟩ <;>
      simp only [add_mul, mul_add, sub_mul, mul_sub, smul_mul_assoc, mul_smul_comm, kb_mul,
        zero_ne_one, one_ne_zero, and_self, ↓reduceIte] <;>
      module
  rw [h', one_smul] at key
  refine ⟨key.1, key.2.1, key.2.2.1, key.2.2.2, ?_⟩
  simp only [H, N, Q]
  push_cast
  module
```
If $c^2+s^2=1$, squaring the block gives $N^2=Q$, and $QN=NQ=N$. Put $d=Cc$, $J=Cs$. Since $I_{1z}I_{2z}=\tfrac14-\tfrac12Q$,
$$H=\tfrac C2N+\tfrac J4-\tfrac J2Q.$$

## Exponentiating and taking the trace

```lean
/-- If `A` acts on the range of `P` as the number `a`, then `exp A` acts there as `exp a`. -/
theorem exp_mul_of_eigen {n : Type*} [Fintype n] [DecidableEq n] (A P : Matrix n n ℂ) (a : ℂ)
    (h : A * P = a • P) : NormedSpace.exp A * P = Complex.exp a • P := by
  have hp : ∀ k : ℕ, A ^ k * P = a ^ k • P := by
    intro k
    induction k with
    | zero => simp
    | succ k ih => rw [pow_succ, mul_assoc, h, mul_smul_comm, ih, smul_smul, ← pow_succ']
  have hs : ∀ k : ℕ, ((k.factorial : ℂ)⁻¹ • A ^ k) * P =
      ((k.factorial : ℂ)⁻¹ • a ^ k) • P := by
    intro k
    rw [smul_mul_assoc, hp, smul_assoc]
  have h1 : HasSum (fun k : ℕ => (k.factorial : ℂ)⁻¹ • A ^ k) (NormedSpace.exp A) := by
    let _ : NormedRing (Matrix n n ℂ) := Matrix.linftyOpNormedRing
    let _ : NormedAlgebra ℂ (Matrix n n ℂ) := Matrix.linftyOpNormedAlgebra
    exact NormedSpace.exp_series_hasSum_exp' (𝕂 := ℂ) A
  have h2 : HasSum (fun k : ℕ => (k.factorial : ℂ)⁻¹ • a ^ k) (Complex.exp a) := by
    rw [Complex.exp_eq_exp_ℂ]
    exact NormedSpace.exp_series_hasSum_exp' (𝕂 := ℂ) a
  -- compare the two exponential series term by term
  have h3 := h1.mul_right P
  simp only [hs] at h3
  exact h3.unique (h2.smul_const P)
```
If $AP=aP$, then $A^kP=a^kP$ by induction. Summing the exponential series gives $e^AP=e^aP$. `HasSum` expresses convergence of the series, and `unique` equates the two limits.

```lean
/-- The propagator in closed form, for a Hamiltonian built from a projector `P` and an operator `X`
that squares to `P` and satisfies `P X = X P = X`. -/
theorem propagator {n : Type*} [Fintype n] [DecidableEq n] (A P X : Matrix n n ℂ)
    (hPP : P * P = P) (hPX : P * X = X) (hXP : X * P = X) (hXX : X * X = P) (C K t : ℂ)
    (hA : A = (C / 2) • X + (K / 4) • (1 : Matrix n n ℂ) - (K / 2) • P) :
    NormedSpace.exp ((-(Complex.I * t)) • A) =
      Complex.exp (-(K * t / 4) * Complex.I) • (1 - P) +
      (Complex.exp ((K * t / 4) * Complex.I) * Complex.cos (C * t / 2)) • P +
      (-(Complex.exp ((K * t / 4) * Complex.I) * Complex.I * Complex.sin (C * t / 2))) • X := by
  -- the eigenspaces: the complement of P, and the two halves of P
  have e0 := exp_mul_of_eigen ((-(Complex.I * t)) • A) (1 - P)
    (-(K * t / 4) * Complex.I) (by
      rw [hA]
      simp only [smul_mul_assoc, mul_sub, sub_mul, add_mul, mul_one, one_mul, hPP, hXP]
      module)
  have e1 := exp_mul_of_eigen ((-(Complex.I * t)) • A) (P + X)
    ((K * t / 4) * Complex.I + (-(C * t / 2)) * Complex.I) (by
      rw [hA]
      simp only [smul_mul_assoc, mul_add, sub_mul, add_mul, one_mul, hPP, hXP, hPX, hXX]
      module)
  have e2 := exp_mul_of_eigen ((-(Complex.I * t)) • A) (P - X)
    ((K * t / 4) * Complex.I + (C * t / 2) * Complex.I) (by
      rw [hA]
      simp only [smul_mul_assoc, mul_sub, sub_mul, add_mul, one_mul, hPP, hXP, hPX, hXX]
      module)
  have split : ∀ E : Matrix n n ℂ, E = E * (1 - P) + (1/2 : ℂ) • (E * (P + X)) +
      (1/2 : ℂ) • (E * (P - X)) := by
    intro E
    simp only [mul_sub, mul_add, mul_one]
    module
  rw [split (NormedSpace.exp _), e0, e1, e2, Complex.exp_add, Complex.exp_add,
    Complex.exp_mul_I (-(C * t / 2)), Complex.exp_mul_I (C * t / 2),
    Complex.cos_neg, Complex.sin_neg]
  module
```
Here $P$, $X$, $K$ play the roles of $Q$, $N$, $J$. The Hamiltonian acts on $1-Q$ as $J/4$ and on $Q\pm N$ as $-J/4\pm C/2$. Because $1=(1-Q)+\tfrac12(Q+N)+\tfrac12(Q-N)$,
$$e^{-iHt}=e^{-iJt/4}(1-Q)+e^{iJt/4}\left[\cos\tfrac{Ct}2\,Q-i\sin\tfrac{Ct}2\,N\right].$$
The steps `e0`, `e1`, `e2` are the three eigenvalue statements, and `split` is the decomposition.

```lean
/-- In the trace with the ladder operators only products of a parallel and an
antiparallel part survive. -/
theorem ladder_trace (c s : ℝ) (a b e a' b' e' : ℂ) :
    trace (Fminus * (a • (1 - Q) + b • Q + e • N c s) * Fplus *
      (a' • (1 - Q) + b' • Q + e' • N c s)) =
      a * (2 * b' + 2 * s * e') + a' * (2 * b + 2 * s * e) := by
  obtain ⟨h1, hQ, hN, hp, hm⟩ := operator_expansion c s
  have hW : ∀ a b e : ℂ, a • (1 - Q) + b • Q + e • N c s =
      a • kb 0 0 0 0 + a • kb 1 1 1 1 + (b + e * c) • kb 0 1 0 1 +
        (b - e * c) • kb 1 0 1 0 + (e * s) • kb 0 1 1 0 + (e * s) • kb 1 0 0 1 := by
    intro a b e
    rw [h1, hQ, hN]
    module
  rw [hW a b e, hW a' b' e', hp, hm]
  simp only [add_mul, mul_add, smul_mul_assoc, mul_smul_comm, kb_mul, zero_ne_one,
    one_ne_zero, and_true, and_false, and_self, ↓reduceIte, smul_zero, add_zero, zero_add,
    Matrix.trace_add, Matrix.trace_smul, kb_trace, smul_eq_mul, mul_one]
  ring
```
Write $W=a(1-Q)+bQ+eN$, and $W'$ with primed coefficients. Since $W$ does not mix parallel with antiparallel states,
$$\mathrm{tr}(F_-WF_+W')=a\langle v|W'|v\rangle+a'\langle v|W|v\rangle.$$
Here $\langle v|W|v\rangle=2b+2se$, because the $c$ terms cancel.

```lean
/-- The AB signal: with `C = √(d² + J²) > 0` the ratios `d/C` and `J/C` are normalised, and
the signal is `4 (cos(Ct/2) cos(Jt/2) + (J/C) sin(Ct/2) sin(Jt/2))` at every time. -/
theorem ab_signal (d J C : ℝ) (hC : C = √(d ^ 2 + J ^ 2)) (hpos : 0 < C) :
    (d / C) ^ 2 + (J / C) ^ 2 = 1 ∧ ∀ t : ℝ, signal d J t =
      ((4 * (Real.cos (C * t / 2) * Real.cos (J * t / 2) +
        J / C * Real.sin (C * t / 2) * Real.sin (J * t / 2)) : ℝ) : ℂ) := by
  have hsq : C ^ 2 = d ^ 2 + J ^ 2 := by rw [hC, Real.sq_sqrt (by positivity)]
  have hne : C ≠ 0 := hpos.ne'
  have hn : (d / C) ^ 2 + (J / C) ^ 2 = 1 := by
    rw [div_pow, div_pow, ← add_div, ← hsq, div_self (pow_ne_zero 2 hne)]
  refine ⟨hn, fun t => ?_⟩
  obtain ⟨hQQ, hQN, hNQ, hNN, hH⟩ := propagator_witness C (d / C) (J / C) hn
  have hd : C * (d / C) = d := by field_simp
  have hJ : C * (J / C) = J := by field_simp
  have hJ' : (C : ℂ) * ((J / C : ℝ) : ℂ) = J := by exact_mod_cast hJ
  rw [hd, hJ, hJ'] at hH
  -- the backward propagator is the forward one at time -t
  have h1 := propagator _ _ _ hQQ hQN hNQ hNN C J t hH
  have h2 := propagator _ _ _ hQQ hQN hNQ hNN C J (-(t : ℂ)) hH
  simp only [mul_neg, neg_div, neg_neg, Complex.cos_neg, Complex.sin_neg] at h2
  rw [signal, h1, h2, ladder_trace]
  have hz : ∀ z : ℂ, Complex.exp (z * Complex.I) ^ 2 =
      Complex.cos (2 * z) + Complex.sin (2 * z) * Complex.I := by
    intro z
    rw [sq, ← Complex.exp_add, ← add_mul, ← two_mul, Complex.exp_mul_I]
  have hx := hz (-(J * t / 4))
  have hy := hz (J * t / 4)
  rw [show (2 : ℂ) * -(J * t / 4) = -(J * t / 2) by ring,
    Complex.cos_neg, Complex.sin_neg] at hx
  rw [show (2 : ℂ) * (J * t / 4) = J * t / 2 by ring] at hy
  push_cast
  generalize (J : ℂ) / C = s
  linear_combination
    (2 * Complex.cos (C * t / 2) + 2 * s * Complex.I * Complex.sin (C * t / 2)) * hx +
    (2 * Complex.cos (C * t / 2) - 2 * s * Complex.I * Complex.sin (C * t / 2)) * hy -
    4 * s * Complex.sin (C * t / 2) * Complex.sin (J * t / 2) * Complex.I_sq
```
The hypothesis `hpos` excludes only $d=J=0$. Set $c=d/C$, $s=J/C$; the first conclusion is their normalisation. The backward propagator is the forward one at $-t$, so the trace is
$$2e^{-iJt/2}\left(\cos\tfrac{Ct}2+is\sin\tfrac{Ct}2\right)+2e^{iJt/2}\left(\cos\tfrac{Ct}2-is\sin\tfrac{Ct}2\right)$$
$$=4\left(\cos\tfrac{Ct}2\cos\tfrac{Jt}2+\tfrac JC\sin\tfrac{Ct}2\sin\tfrac{Jt}2\right).$$
`linear_combination` performs this last recombination. The cast from `ℝ` to `ℂ` in the statement says that the signal is real.

```lean
/-- For `d ≠ 0` the signal is a sum of two cosines with angular frequencies `(C - J)/2` and
`(C + J)/2`, whose weights are proportional to `1 + J/C` and `1 - J/C`, both positive. -/
theorem ab_quartet (d J C : ℝ) (hC : C = √(d ^ 2 + J ^ 2)) (hd : d ≠ 0) :
    0 < 1 + J / C ∧ 0 < 1 - J / C ∧ ∀ t : ℝ, signal d J t =
      ((2 * ((1 + J / C) * Real.cos ((C - J) / 2 * t) +
        (1 - J / C) * Real.cos ((C + J) / 2 * t)) : ℝ) : ℂ) := by
  have hpos : 0 < C := by rw [hC]; exact Real.sqrt_pos.mpr (by positivity)
  obtain ⟨hn, hs⟩ := ab_signal d J C hC hpos
  have hdC : 0 < (d / C) ^ 2 := by rw [div_pow]; positivity
  have hlt : (J / C) ^ 2 < 1 ^ 2 := by rw [one_pow]; linarith
  obtain ⟨hl, hr⟩ := abs_lt_of_sq_lt_sq' hlt zero_le_one
  refine ⟨by linarith, by linarith, fun t => ?_⟩
  rw [hs t, show (C - J) / 2 * t = C * t / 2 - J * t / 2 by ring,
    show (C + J) / 2 * t = C * t / 2 + J * t / 2 by ring, Real.cos_sub, Real.cos_add]
  congr 1
  ring

end

end ABSpinSignal
```
The product formulas for cosines turn the signal into
$$2\left[\left(1+\tfrac JC\right)\cos\tfrac{(C-J)t}2+\left(1-\tfrac JC\right)\cos\tfrac{(C+J)t}2\right].$$
For $d\ne0$ we have $(J/C)^2<1$, so both weights are positive. Each cosine contributes a pair of lines at opposite frequencies, which for $J\neq0$ gives the four lines of the AB quartet. The inner pair is then the stronger, for either sign of $J$.

Two limits are easy to recognise. At $J=0$, $d\ne0$, the signal is $4\cos(dt/2)$, from two independent spins. At $d=0$, $J\ne0$, it stays at 4, since the scalar coupling commutes with $F_+$. The formula can serve as an exact reference for a spin-dynamics program, for an isolated pair without relaxation.

```lean
#print axioms ABSpinSignal.ab_signal
-- 'ABSpinSignal.ab_signal' depends on axioms: [propext, Classical.choice, Quot.sound]
#print axioms ABSpinSignal.ab_quartet
-- 'ABSpinSignal.ab_quartet' depends on axioms: [propext, Classical.choice, Quot.sound]
```
